# Chains of N ≥ 1 projections between two pure states a, b at angle θ = arccos|⟨a,b⟩|: the amplitude has modulus at most cos(θ/N)^N, and the bound is attained

## States, angles and overlap products

A system prepared in the pure state $u_0$ is projected in turn onto $u_1,\dots,u_N$. The amplitude for passing every projection has modulus $\prod_{j=0}^{N-1}|\langle u_j,u_{j+1}\rangle|$. With the end states fixed, how large can it be?

States are unit vectors of a complex inner-product space `E` of any dimension. The product `inner ℂ u v` is $\langle u,v\rangle$, conjugate-linear in the first argument. Reading the squared modulus as a probability assumes ideal projective measurements with no evolution between them; this physical step is not contained in the hypotheses.

In Lean 4 with Mathlib:

```lean
import Mathlib

open Finset

namespace OptimalProjectionChain

noncomputable section

variable {E : Type*} [NormedAddCommGroup E] [InnerProductSpace ℂ E]
```

The angle between two states is $\theta(u,v)=\arccos|\langle u,v\rangle|$. It ignores phases, and for a qubit it is half the angle on the Bloch sphere.

```lean
/-- The angle between two states: the arccosine of the modulus of their overlap. -/
def rayAngle (u v : E) : ℝ := Real.arccos ‖inner ℂ u v‖
```

A chain is a sequence `u : ℕ → E`, of which only $u_0,\dots,u_N$ matter. Its overlap product keeps the complex phase, as a discrete Berry phase requires:

```lean
/-- The product of the `N` consecutive overlaps along the chain `u 0, ..., u N`. -/
def chainAmplitude (u : ℕ → E) (N : ℕ) : ℂ :=
  ∏ j ∈ range N, inner ℂ (u j) (u (j + 1))
```

For vectors $e,b$ with real overlap $\cos\theta$ and $\sin\theta\neq0$, the optimal chain will use the curve

$$g(t)=\frac{\sin(\theta-t)}{\sin\theta}\,e+\frac{\sin t}{\sin\theta}\,b,\qquad g(0)=e,\quad g(\theta)=b.$$

The name `geodesic` is geometric; only the overlaps along the curve are used, not a minimal-length property.

```lean
/-- The curve through `e` (at `t = 0`) and `b` (at `t = θ`) in the plane they span;
the formula is meant for `sin θ ≠ 0`. -/
def geodesic (e b : E) (θ t : ℝ) : E :=
  ((Real.sin (θ - t) / Real.sin θ : ℝ) : ℂ) • e + ((Real.sin t / Real.sin θ : ℝ) : ℂ) • b
```

Three elementary facts follow. First, $\langle z,z\rangle=\|z\|^2$.

```lean
/-- The overlap of a vector with itself is its squared norm. -/
lemma inner_self_real (z : E) : inner ℂ z z = ((‖z‖ ^ 2 : ℝ) : ℂ) := by
  simp [inner_self_eq_norm_sq_to_K]
```

For unit vectors, Cauchy–Schwarz gives $|\langle u,v\rangle|\le1$, so the cosine undoes the arccosine.

```lean
/-- For unit vectors the cosine of the angle is the modulus of the overlap. -/
lemma cos_rayAngle {u v : E} (hu : ‖u‖ = 1) (hv : ‖v‖ = 1) :
    Real.cos (rayAngle u v) = ‖inner ℂ u v‖ := by
  have h := norm_inner_le_norm (𝕜 := ℂ) u v
  rw [hu, hv, one_mul] at h
  exact Real.cos_arccos (by linarith [norm_nonneg (inner ℂ u v)]) h
```

Since a modulus is nonnegative, $0\le\theta(u,v)\le\pi/2$.

```lean
/-- The angle between two states lies between `0` and `π / 2`. -/
lemma rayAngle_mem (u v : E) : rayAngle u v ∈ Set.Icc 0 (Real.pi / 2) :=
  ⟨Real.arccos_nonneg _, Real.arccos_le_pi_div_two.mpr (norm_nonneg _)⟩
```

## Angles add at most linearly along a chain

Insert a state $v$ between $u$ and $w$, and remove the components along it: $u_\perp=u-\langle v,u\rangle v$ and $w_\perp=w-\langle v,w\rangle v$. Then

$$\langle u_\perp,w_\perp\rangle=\langle u,w\rangle-\langle u,v\rangle\langle v,w\rangle,\qquad \|u_\perp\|^2=1-|\langle u,v\rangle|^2,$$

and likewise for $w_\perp$. Cauchy–Schwarz bounds the left-hand overlap by $\|u_\perp\|\|w_\perp\|$, and the triangle inequality yields

$$|\langle u,v\rangle||\langle v,w\rangle|-\|u_\perp\|\|w_\perp\|\le|\langle u,w\rangle|.$$

In the proof, `h` and `hr` are the two identities, and `cs` and `tri` the two inequalities.

```lean
/-- For unit vectors, the modulus of the overlap of `u` and `w` is at least the product of the
moduli of their overlaps with `v`, minus the product of the norms of their components orthogonal to
`v`. -/
theorem overlap_detour {u v w : E} (hu : ‖u‖ = 1) (hv : ‖v‖ = 1) (hw : ‖w‖ = 1) :
    ‖inner ℂ u v‖ * ‖inner ℂ v w‖
      - √(1 - ‖inner ℂ u v‖ ^ 2) * √(1 - ‖inner ℂ v w‖ ^ 2) ≤ ‖inner ℂ u w‖ := by
  have hvv : inner ℂ v v = (1 : ℂ) := by rw [inner_self_real, hv]; simp
  -- overlap of the components orthogonal to v
  have h : ∀ x y : E, inner ℂ (x - inner ℂ v x • v) (y - inner ℂ v y • v)
      = inner ℂ x y - inner ℂ x v * inner ℂ v y := by
    intro x y
    simp only [inner_sub_left, inner_sub_right, inner_smul_left, inner_smul_right,
      inner_conj_symm, hvv]
    ring
  have hr : ∀ x : E, ‖x‖ = 1 →
      ‖x - inner ℂ v x • v‖ = √(1 - ‖inner ℂ v x‖ ^ 2) := by
    intro x hx
    have h3 := h x x
    rw [inner_self_real, inner_self_real, hx, ← inner_conj_symm x v, Complex.conj_mul'] at h3
    have h4 : ‖x - inner ℂ v x • v‖ ^ 2 = 1 ^ 2 - ‖inner ℂ v x‖ ^ 2 := by exact_mod_cast h3
    rw [one_pow] at h4
    rw [← h4, Real.sqrt_sq (norm_nonneg _)]
  have cs := norm_inner_le_norm (𝕜 := ℂ) (u - inner ℂ v u • v) (w - inner ℂ v w • v)
  rw [hr u hu, hr w hw, h u w, norm_inner_symm v u] at cs
  have tri := norm_sub_le (inner ℂ u w) (inner ℂ u w - inner ℂ u v * inner ℂ v w)
  rw [sub_sub_cancel, norm_mul] at tri
  linarith
```

With $\alpha=\theta(u_0,u_N)$ and $\beta=\theta(u_N,u_{N+1})$, the left side is $\cos\alpha\cos\beta-\sin\alpha\sin\beta=\cos(\alpha+\beta)$. As $\alpha+\beta\in[0,\pi]$ and the arccosine decreases, $\theta(u_0,u_{N+1})\le\alpha+\beta$. Induction on $N$ gives

$$\theta(u_0,u_N)\le\sum_{j=0}^{N-1}\theta(u_j,u_{j+1}).$$

```lean
/-- For a chain of unit vectors, the angle between the end states is at most the sum of
the angles of the steps. -/
theorem rayAngle_le_sum (u : ℕ → E) (N : ℕ) (hu : ∀ j ≤ N, ‖u j‖ = 1) :
    rayAngle (u 0) (u N) ≤ ∑ j ∈ range N, rayAngle (u j) (u (j + 1)) := by
  induction N with
  | zero =>
    have h : ‖inner ℂ (u 0) (u 0)‖ = 1 := by
      rw [inner_self_real, hu 0 le_rfl]; simp
    rw [rayAngle, h, Real.arccos_one, sum_range_zero]
  | succ N ih =>
    have ih' := ih fun j hj => hu j (by omega)
    have d := overlap_detour (hu 0 (by omega)) (hu N (by omega)) (hu (N + 1) le_rfl)
    have ha := rayAngle_mem (u 0) (u N)
    have hb := rayAngle_mem (u N) (u (N + 1))
    have hc : Real.cos (rayAngle (u 0) (u N) + rayAngle (u N) (u (N + 1)))
        ≤ ‖inner ℂ (u 0) (u (N + 1))‖ := by
      rw [Real.cos_add, cos_rayAngle (hu 0 (by omega)) (hu N (by omega)),
        cos_rayAngle (hu N (by omega)) (hu (N + 1) le_rfl), rayAngle, rayAngle,
        Real.sin_arccos, Real.sin_arccos]
      exact d
    have hs := Real.arccos_le_arccos hc
    rw [Real.arccos_cos (by linarith [ha.1, hb.1]) (by linarith [ha.2, hb.2])] at hs
    rw [sum_range_succ]
    change Real.arccos _ ≤ _
    linarith
```

## Equal steps give the largest product

For angles $t_j\in[0,\pi/2]$, the arithmetic–geometric mean inequality (`amgm`) and concavity of the cosine (`jensen`) give

$$\Big(\prod_j\cos t_j\Big)^{1/N}\le\frac1N\sum_j\cos t_j\le\cos\Big(\frac1N\sum_jt_j\Big).$$

Raising both ends to the power $N$ gives the next result.

```lean
/-- For `N ≥ 1` angles between `0` and `π / 2`, the product of the cosines is at most the
`N`-th power of the cosine of the mean angle. -/
theorem prod_cos_le {N : ℕ} (hN : 0 < N) (t : ℕ → ℝ)
    (ht : ∀ j ∈ range N, t j ∈ Set.Icc 0 (Real.pi / 2)) :
    ∏ j ∈ range N, Real.cos (t j) ≤ Real.cos ((∑ j ∈ range N, t j) / N) ^ N := by
  have hN' : (N : ℝ) ≠ 0 := by exact_mod_cast hN.ne'
  have hw : ∑ _j ∈ range N, (N : ℝ)⁻¹ = 1 := by simp [hN']
  have hm : ∀ j ∈ range N, t j ∈ Set.Icc (-(Real.pi / 2)) (Real.pi / 2) := fun j hj =>
    ⟨by linarith [(ht j hj).1, Real.pi_pos], (ht j hj).2⟩
  have hc : ∀ j ∈ range N, 0 ≤ Real.cos (t j) := fun j hj =>
    Real.cos_nonneg_of_mem_Icc (hm j hj)
  have amgm := Real.geom_mean_le_arith_mean_weighted (range N) (fun _ => (N : ℝ)⁻¹)
    (fun j => Real.cos (t j)) (fun _ _ => by positivity) hw hc
  have jensen := strictConcaveOn_cos_Icc.concaveOn.le_map_sum (t := range N)
    (w := fun _ => (N : ℝ)⁻¹) (p := t) (fun _ _ => by positivity) hw hm
  simp only [smul_eq_mul, ← Finset.mul_sum] at amgm jensen
  calc ∏ j ∈ range N, Real.cos (t j)
      = (∏ j ∈ range N, Real.cos (t j) ^ ((N : ℝ)⁻¹)) ^ N := by
        rw [← Finset.prod_pow]
        exact prod_congr rfl fun j hj => (Real.rpow_inv_natCast_pow (hc j hj) hN.ne').symm
    _ ≤ Real.cos ((N : ℝ)⁻¹ * ∑ j ∈ range N, t j) ^ N :=
        pow_le_pow_left₀ (prod_nonneg fun j hj => Real.rpow_nonneg (hc j hj) _)
          (amgm.trans jensen) N
    _ = _ := by rw [inv_mul_eq_div]
```

Now take $t_j=\theta(u_j,u_{j+1})$ and write $\theta=\theta(u_0,u_N)$. The mean step angle lies between $\theta/N$ and $\pi/2$, where the cosine decreases and is nonnegative. Hence

$$\Big|\prod_{j=0}^{N-1}\langle u_j,u_{j+1}\rangle\Big|\le\cos^N(\theta/N).$$

The theorem assumes only that $u_0,\dots,u_N$ are normalised. It also admits the empty chain, for which both sides are 1.

```lean
/-- For a chain of unit vectors whose end states enclose the angle `θ`, the product of the `N`
consecutive overlaps has modulus at most `cos (θ / N) ^ N`; for `N = 0` both sides are `1`. -/
theorem norm_chainAmplitude_le (u : ℕ → E) (N : ℕ) (hu : ∀ j ≤ N, ‖u j‖ = 1) :
    ‖chainAmplitude u N‖ ≤ Real.cos (rayAngle (u 0) (u N) / N) ^ N := by
  rcases Nat.eq_zero_or_pos N with rfl | hN
  · simp [chainAmplitude]
  have hNr : (0 : ℝ) < N := by exact_mod_cast hN
  have hprod : ‖chainAmplitude u N‖
      = ∏ j ∈ range N, Real.cos (rayAngle (u j) (u (j + 1))) := by
    rw [chainAmplitude, norm_prod]
    refine prod_congr rfl fun j hj => ?_
    have hj' := mem_range.mp hj
    exact (cos_rayAngle (hu j (by omega)) (hu (j + 1) (by omega))).symm
  have hL := rayAngle_le_sum u N hu
  have hmean : (∑ j ∈ range N, rayAngle (u j) (u (j + 1))) / N ≤ Real.pi / 2 := by
    have h := sum_le_card_nsmul (range N) (fun j => rayAngle (u j) (u (j + 1)))
      (Real.pi / 2) fun j _ => (rayAngle_mem _ _).2
    rw [card_range, nsmul_eq_mul] at h
    rw [div_le_iff₀ hNr]
    linarith
  have h0 : 0 ≤ rayAngle (u 0) (u N) / N := div_nonneg (rayAngle_mem _ _).1 hNr.le
  have hle : rayAngle (u 0) (u N) / N
      ≤ (∑ j ∈ range N, rayAngle (u j) (u (j + 1))) / N := by gcongr
  rw [hprod]
  -- the mean step angle is at least θ / N, and the cosine decreases
  refine (prod_cos_le hN _ fun j _ => rayAngle_mem _ _).trans (pow_le_pow_left₀ ?_ ?_ N)
  · exact Real.cos_nonneg_of_mem_Icc ⟨by linarith [Real.pi_pos], hmean⟩
  · exact Real.cos_le_cos_of_nonneg_of_le_pi h0 (by linarith [Real.pi_pos]) hle
```

Orthogonal end states have $\theta=\pi/2$, so the bound becomes $\cos^N(\pi/(2N))$. It vanishes for $N=1$ and is $1/2$ for $N=2$.

```lean
/-- If the end states of a chain of unit vectors are orthogonal, the product of the `N`
consecutive overlaps has modulus at most `cos (π / (2 N)) ^ N`. -/
theorem norm_chainAmplitude_le_of_orthogonal (u : ℕ → E) (N : ℕ)
    (hu : ∀ j ≤ N, ‖u j‖ = 1) (h : inner ℂ (u 0) (u N) = (0 : ℂ)) :
    ‖chainAmplitude u N‖ ≤ Real.cos (Real.pi / (2 * N)) ^ N := by
  have hm := norm_chainAmplitude_le u N hu
  rwa [rayAngle, h, norm_zero, Real.arccos_zero, div_div] at hm
```

## Equally spaced states attain the bound

Write $S=\sin\theta$ and $C=\cos\theta$. Expanding the overlap of two points on the curve gives

$$\langle g(s),g(t)\rangle=\frac{S^2\cos s\cos t+(1-C^2)\sin s\sin t}{S^2}=\cos(t-s).$$

The identity `key` is this trigonometric step; the rest of the proof expands the inner product.

```lean
/-- If unit vectors `e`, `b` have the real overlap `cos θ` with `sin θ ≠ 0`, two points of the
geodesic through them overlap by the cosine of their parameter difference. -/
theorem geodesic_overlap {e b : E} {θ : ℝ} (he : ‖e‖ = 1) (hb : ‖b‖ = 1)
    (h : inner ℂ e b = (Real.cos θ : ℂ)) (hS : Real.sin θ ≠ 0) (s t : ℝ) :
    inner ℂ (geodesic e b θ s) (geodesic e b θ t) = (Real.cos (t - s) : ℂ) := by
  have hbe : inner ℂ b e = (Real.cos θ : ℂ) := by
    rw [← inner_conj_symm, h, Complex.conj_ofReal]
  have hee : inner ℂ e e = (1 : ℂ) := by rw [inner_self_real, he]; simp
  have hbb : inner ℂ b b = (1 : ℂ) := by rw [inner_self_real, hb]; simp
  have key : Real.sin (θ - s) / Real.sin θ * (Real.sin (θ - t) / Real.sin θ)
      + Real.sin s / Real.sin θ * (Real.sin t / Real.sin θ)
      + Real.cos θ * (Real.sin (θ - s) / Real.sin θ * (Real.sin t / Real.sin θ)
        + Real.sin s / Real.sin θ * (Real.sin (θ - t) / Real.sin θ)) = Real.cos (t - s) := by
    have hq : ∀ p q p' q' S C : ℝ, p / S * (p' / S) + q / S * (q' / S)
        + C * (p / S * (q' / S) + q / S * (p' / S))
        = (p * p' + q * q' + C * (p * q' + q * p')) / S ^ 2 := by
      intros; ring
    rw [hq, div_eq_iff (pow_ne_zero 2 hS)]
    simp only [Real.sin_sub, Real.cos_sub]
    linear_combination (-(Real.sin s * Real.sin t)) * Real.sin_sq_add_cos_sq θ
  have keyC := congrArg Complex.ofReal key
  simp only [geodesic, inner_add_left, inner_add_right, inner_smul_left, inner_smul_right,
    Complex.conj_ofReal, h, hbe, hee, hbb]
  push_cast at keyC ⊢
  linear_combination keyC
```

Given unit vectors $a,b$ at angle $\theta>0$, write $\langle a,b\rangle=c\,|\langle a,b\rangle|$ with $|c|=1$. Then $\langle ca,b\rangle=\cos\theta$ is real. The points $g(j\theta/N)$ on the curve from $ca$ to $b$ have consecutive overlaps $\cos(\theta/N)$. Replacing the first point $ca$ by $a$ changes only a phase, so the chain starts exactly at $a$ and the modulus is $\cos^N(\theta/N)$. If $\theta=0$, the chain moves to $b$ in its first step and stays there.

```lean
/-- Any two unit vectors are joined, for every `N ≥ 1`, by a chain of unit vectors whose
overlap product has modulus exactly `cos (θ / N) ^ N`, with `θ` the angle between them. -/
theorem exists_optimal_chain {a b : E} (ha : ‖a‖ = 1) (hb : ‖b‖ = 1) {N : ℕ} (hN : 0 < N) :
    ∃ u : ℕ → E, u 0 = a ∧ u N = b ∧ (∀ j, ‖u j‖ = 1) ∧
      ‖chainAmplitude u N‖ = Real.cos (rayAngle a b / N) ^ N := by
  have hcos := cos_rayAngle ha hb
  have hθ := rayAngle_mem a b
  by_cases h0 : rayAngle a b = 0
  · -- equal rays: jump to b at once and stay there
    rw [h0, Real.cos_zero] at hcos
    have hbb : ‖inner ℂ b b‖ = 1 := by rw [inner_self_real, hb]; simp
    refine ⟨fun j => if j = 0 then a else b, by simp, by simp [hN.ne'],
      fun j => by dsimp only; split_ifs <;> assumption, ?_⟩
    rw [h0, zero_div, Real.cos_zero, one_pow, chainAmplitude, norm_prod]
    refine prod_eq_one fun j _ => ?_
    rcases j with _ | j
    · simpa using hcos.symm
    · simpa using hbb
  have hNr : (0 : ℝ) < N := by exact_mod_cast hN
  have hN1 : (1 : ℝ) ≤ N := by exact_mod_cast hN
  set θ := rayAngle a b with hθdef
  have hS : Real.sin θ ≠ 0 := (Real.sin_pos_of_pos_of_lt_pi
    (lt_of_le_of_ne hθ.1 (Ne.symm h0)) (by linarith [hθ.2, Real.pi_pos])).ne'
  -- align the phase of a so that its overlap with b is real
  obtain ⟨c, hc, hcz⟩ : ∃ c : ℂ, ‖c‖ = 1 ∧ (‖inner ℂ a b‖ : ℂ) * c = inner ℂ a b :=
    ⟨_, Complex.norm_exp_ofReal_mul_I _, Complex.norm_mul_exp_arg_mul_I _⟩
  have hcc : starRingEnd ℂ c * c = 1 := by rw [Complex.conj_mul', hc]; simp
  have he : ‖c • a‖ = 1 := by rw [norm_smul, hc, ha, one_mul]
  have heb : inner ℂ (c • a) b = (Real.cos θ : ℂ) := by
    rw [inner_smul_left, hcos]
    linear_combination (-(starRingEnd ℂ c)) * hcz + (‖inner ℂ a b‖ : ℂ) * hcc
  have ov := geodesic_overlap he hb heb hS
  have hg : ∀ t, ‖geodesic (c • a) b θ t‖ = 1 := by
    intro t
    have h1 := ov t t
    rw [inner_self_real, sub_self, Real.cos_zero] at h1
    have h2 : ‖geodesic (c • a) b θ t‖ ^ 2 = 1 := by exact_mod_cast h1
    exact (pow_eq_one_iff_of_nonneg (norm_nonneg _) two_ne_zero).mp h2
  have hg0 : geodesic (c • a) b θ 0 = c • a := by simp [geodesic, hS]
  have hgθ : geodesic (c • a) b θ θ = b := by simp [geodesic, hS]
  have hφ : 0 ≤ Real.cos (θ / N) := Real.cos_nonneg_of_mem_Icc
    ⟨by linarith [div_nonneg hθ.1 hNr.le, Real.pi_pos], (div_le_self hθ.1 hN1).trans hθ.2⟩
  have step : ∀ j : ℕ, ‖inner ℂ (geodesic (c • a) b θ (j * (θ / N)))
      (geodesic (c • a) b θ ((j + 1 : ℕ) * (θ / N)))‖ = Real.cos (θ / N) := by
    intro j
    have hd : ((j + 1 : ℕ) : ℝ) * (θ / N) - j * (θ / N) = θ / N := by push_cast; ring
    rw [ov, hd, Complex.norm_real, Real.norm_eq_abs, abs_of_nonneg hφ]
  refine ⟨fun j => if j = 0 then a else geodesic (c • a) b θ (j * (θ / N)),
    by simp, ?_, ?_, ?_⟩
  · dsimp only
    rw [if_neg hN.ne', mul_div_cancel₀ θ hNr.ne', hgθ]
  · intro j
    dsimp only
    split_ifs
    · exact ha
    · exact hg _
  · rw [chainAmplitude, norm_prod]
    have hall : ∀ j ∈ range N, ‖inner ℂ
        (if j = 0 then a else geodesic (c • a) b θ (j * (θ / N)))
        (if j + 1 = 0 then a else geodesic (c • a) b θ ((j + 1 : ℕ) * (θ / N)))‖
        = Real.cos (θ / N) := by
      intro j _
      rw [if_neg (Nat.succ_ne_zero j)]
      by_cases hj : j = 0
      · subst hj
        have h1 := step 0
        rw [Nat.cast_zero, zero_mul, hg0, inner_smul_left, norm_mul, RCLike.norm_conj, hc,
          one_mul] at h1
        rw [if_pos rfl]
        exact h1
      · rw [if_neg hj]
        exact step j
    rw [prod_congr rfl hall, prod_const, card_range]
```

In a single-band Berry-phase calculation, the same product is formed from cell-periodic states at neighbouring $k$-points. Around a closed loop its phase gives the discrete Berry phase, up to a sign convention; for an open chain the phase depends on the phases chosen for the end states. The theorem limits the modulus in both cases. Take the two-band model $h(k)=\cos k\,\sigma_z+\sin k\,\sigma_x$, with Pauli matrices $\sigma_x,\sigma_z$. The lower-band states at $k=0$ and $k=\pi$ are orthogonal. With four equal links between them, each overlap has modulus $\cos(\pi/8)\approx0.924$, and the product has modulus about $0.729$, exactly at the bound. At $k=2\pi$ the model returns to its first state, so for the complete loop $\theta=0$ and the bound is merely 1; applied to the two halves of this eight-link loop, it gives about $0.531$.

## The loss falls as 1/N

Put $x=\theta/N$. Bernoulli's inequality and $\cos x\ge1-x^2/2$ give

$$\cos^Nx\ge1+N(\cos x-1)\ge1-\frac{Nx^2}{2}=1-\frac{\theta^2}{2N}.$$

A suitable sequence of ideal projections therefore steers $a$ to $b$ with an amplitude loss of at most $\theta^2/(2N)$. This is a Zeno-type estimate for a chosen chain of states, with no Hamiltonian evolution involved.

```lean
/-- Any two unit vectors at angle `θ` are joined, for every `N ≥ 1`, by a chain of unit vectors
whose overlap product has modulus at least `1 - θ ^ 2 / (2 N)`. -/
theorem exists_chain_loss_le {a b : E} (ha : ‖a‖ = 1) (hb : ‖b‖ = 1) {N : ℕ} (hN : 0 < N) :
    ∃ u : ℕ → E, u 0 = a ∧ u N = b ∧ (∀ j, ‖u j‖ = 1) ∧
      1 - rayAngle a b ^ 2 / (2 * N) ≤ ‖chainAmplitude u N‖ := by
  obtain ⟨u, h0, h1, h2, h3⟩ := exists_optimal_chain ha hb hN
  refine ⟨u, h0, h1, h2, ?_⟩
  have hN' : (N : ℝ) ≠ 0 := by exact_mod_cast hN.ne'
  have e : rayAngle a b ^ 2 / (2 * N) = N * ((rayAngle a b / N) ^ 2 / 2) := by
    field_simp
  rw [h3, e]
  generalize rayAngle a b / N = x
  -- Bernoulli's inequality and the quadratic lower bound for the cosine
  have hB := one_add_mul_le_pow (a := Real.cos x - 1) (by linarith [Real.neg_one_le_cos x]) N
  rw [add_sub_cancel] at hB
  have hq : 1 - x ^ 2 / 2 ≤ Real.cos x := Real.one_sub_sq_div_two_le_cos
  have hm := mul_le_mul_of_nonneg_left hq (Nat.cast_nonneg (α := ℝ) N)
  linarith

end

end OptimalProjectionChain
```

```lean
#print axioms OptimalProjectionChain.norm_chainAmplitude_le
#print axioms OptimalProjectionChain.norm_chainAmplitude_le_of_orthogonal
#print axioms OptimalProjectionChain.exists_chain_loss_le
```

```
'OptimalProjectionChain.norm_chainAmplitude_le' depends on axioms: [propext, Classical.choice, Quot.sound]
'OptimalProjectionChain.norm_chainAmplitude_le_of_orthogonal' depends on axioms: [propext, Classical.choice, Quot.sound]
'OptimalProjectionChain.exists_chain_loss_le' depends on axioms: [propext, Classical.choice, Quot.sound]
```
